# The frozen-density embedding equation on a finite grid

Suppose a subsystem A is optimised with a frozen environment B that acts on it only through its external and electrostatic potential. The density obtained is in general not the one that minimises the energy of the whole. The functionals for kinetic energy and for exchange and correlation are not additive, so A also feels a change in these energies where the two densities overlap. The embedding potential includes this missing contribution.

## The embedding potential from a constrained minimum

Let densities be vectors in ℝⁿ, one component per grid point, with ⟨x,y⟩ = Σᵢ xᵢyᵢ. For an external potential v, a differentiable functional T (the kinetic energy, together with exchange and correlation if they are included) and a symmetric matrix J for the electrostatic interaction, define

E_v[ρ] = T(ρ) + ⟨v,ρ⟩ + ½⟨ρ,Jρ⟩
φ_v[ρ] = grad T(ρ) + v + Jρ.

Subsystem A has density a and potential v; B has density b and potential w. Let a minimise E_{v+w}[a+b] at fixed Σᵢ aᵢ, with b frozen. The claim is that grad T(a) + v + Ja + u has all components equal, where

u = w + Jb + grad T(a+b) − grad T(a).

Symmetry gives ⟨ρ,Jd⟩ = ⟨Jρ,d⟩, so along a line

E_v[ρ+td] = T(ρ+td) + ⟨v,ρ⟩ + ½⟨ρ,Jρ⟩ + t⟨v+Jρ,d⟩ + ½t²⟨d,Jd⟩.

Its derivative at t = 0 is ⟨φ_v[ρ],d⟩. If Σᵢ dᵢ = 0, then a + td is an allowed density, and minimality gives

⟨φ_{v+w}[a+b],d⟩ ≥ 0.

The same holds for −d, so the product is zero. Let eᵢ be the unit vector at point i. Taking d = eᵢ − eₖ shows that components i and k of φ_{v+w}[a+b] are equal. Finally, grad T(a) cancels in

φ_{v+u}[a] = grad T(a) + v + w + Jb + grad T(a+b) − grad T(a) + Ja = φ_{v+w}[a+b],

which proves the claim. It also shows that E_{v+u}, with u held fixed, is stationary at a under charge-conserving variations.

## Energy and slopes in Lean

A density is a function `ι → ℝ` on a finite type `ι` of grid points, `⬝ᵥ` is the product ⟨·,·⟩, and `J *ᵥ ρ` is Jρ. Nothing in the type makes a density nonnegative.

```lean
import Mathlib

open Matrix Filter Topology

namespace FrozenDensityEmbedding

noncomputable section

variable {ι : Type*} [Fintype ι] {T : (ι → ℝ) → ℝ} {J : Matrix ι ι ℝ}
  {v w a b : ι → ℝ}

/-- Energy of a density `ρ` on a grid: the functional `T`, the external potential `v`
and the pair interaction `J`. -/
def energy (T : (ι → ℝ) → ℝ) (J : Matrix ι ι ℝ) (v ρ : ι → ℝ) : ℝ :=
  T ρ + v ⬝ᵥ ρ + 1 / 2 * (ρ ⬝ᵥ J *ᵥ ρ)
```

The expansion along a line uses symmetry to merge the two cross terms; `ring` collects the powers of the parameter.

```lean
/-- The energy along a straight line of densities, with the external and interaction terms expanded
in powers of the parameter `s` and the functional `T` left unexpanded. -/
theorem energy_line (hJ : J.IsSymm) (v ρ d : ι → ℝ) (s : ℝ) :
    energy T J v (ρ + s • d) = T (ρ + s • d) + v ⬝ᵥ ρ + 1 / 2 * (ρ ⬝ᵥ J *ᵥ ρ)
      + s * ((v + J *ᵥ ρ) ⬝ᵥ d) + s ^ 2 / 2 * (d ⬝ᵥ J *ᵥ d) := by
  -- symmetry of the interaction merges the two cross terms
  have h1 : ρ ⬝ᵥ J *ᵥ d = (J *ᵥ ρ) ⬝ᵥ d := by
    rw [Matrix.dotProduct_mulVec, ← Matrix.mulVec_transpose, hJ.eq]
  have h2 : d ⬝ᵥ J *ᵥ ρ = (J *ᵥ ρ) ⬝ᵥ d := dotProduct_comm _ _
  simp only [energy, Matrix.mulVec_add, Matrix.mulVec_smul, dotProduct_add,
    add_dotProduct, dotProduct_smul, smul_dotProduct, smul_eq_mul, h1, h2]
  ring
```

The next lemma turns a minimum into an inequality for the slope. For small t > 0 the difference quotient is nonnegative, and so is its limit.

```lean
/-- A function that does not fall below its initial value just to the right of zero has
a nonnegative derivative there. -/
theorem slope_nonneg {g : ℝ → ℝ} {m c : ℝ} (hg : HasDerivAt g m 0) (hc : 0 < c)
    (h : ∀ t, 0 < t → t ≤ c → g 0 ≤ g t) : 0 ≤ m := by
  refine ge_of_tendsto hg.tendsto_slope_zero_right ?_
  filter_upwards [Ioc_mem_nhdsGT hc] with t ht
  show 0 ≤ t⁻¹ * (g (0 + t) - g 0)
  rw [zero_add]
  exact mul_nonneg (inv_nonneg.2 ht.1.le) (sub_nonneg.2 (h t ht.1 ht.2))
```

## Potentials and charge transfer

The gradient consists of ordinary partial derivatives, and the constraint is a plain sum. This amounts to giving every grid point unit weight. With quadrature weights ωᵢ > 0 the fixed charge would be Σᵢ ωᵢaᵢ, and the quantity constant over the grid would be the i-th component of the energy gradient divided by ωᵢ, the discrete functional derivative.

```lean
variable [DecidableEq ι]

/-- The gradient of a density functional: its partial derivatives at the grid points. -/
def grad (T : (ι → ℝ) → ℝ) (ρ : ι → ℝ) : ι → ℝ :=
  fun i => fderiv ℝ T ρ (Pi.single i 1)

/-- The local chemical potential `grad T(ρ) + v + Jρ`. -/
def localPotential (T : (ι → ℝ) → ℝ) (J : Matrix ι ι ℝ) (v ρ : ι → ℝ) : ι → ℝ :=
  grad T ρ + v + J *ᵥ ρ

/-- The potential that the frozen density `b`, with external potential `w`, exerts on the
density `a`: external, interaction and nonadditive parts. -/
def embeddingPotential (T : (ι → ℝ) → ℝ) (J : Matrix ι ι ℝ) (w a b : ι → ℝ) : ι → ℝ :=
  w + J *ᵥ b + grad T (a + b) - grad T a
```

Here `localPotential` is φ and `embeddingPotential` is u. In general u depends on a. One way to solve the embedding equation is to recompute u from the current a until the two are consistent.

The vector `transfer i j` is eⱼ − eᵢ. It has zero sum, and its product with a potential is the difference between the values at j and i.

```lean
/-- The density change that moves one unit of charge from grid point `i` to `j`. -/
def transfer (i j : ι) : ι → ℝ := Pi.single j 1 - Pi.single i 1

/-- Moving charge between two grid points conserves the total charge, and its product with
a potential is the potential difference. -/
theorem transfer_spec (i j : ι) :
    ∑ k, transfer i j k = 0 ∧ ∀ φ : ι → ℝ, φ ⬝ᵥ transfer i j = φ j - φ i := by
  constructor
  · simp [transfer, Finset.sum_sub_distrib, Pi.single_apply]
  · intro φ
    simp [transfer, dotProduct_sub]
```

The first variation follows from the chain rule for T and the derivative of the remaining quadratic polynomial. Expanding d in unit vectors identifies the directional derivative of T with ⟨grad T(ρ),d⟩.

```lean
/-- The first variation of the energy in direction `d` is the local chemical potential
paired with `d`. -/
theorem energy_hasDerivAt (hJ : J.IsSymm) (v : ι → ℝ) {ρ : ι → ℝ}
    (hT : DifferentiableAt ℝ T ρ) (d : ι → ℝ) :
    HasDerivAt (fun t : ℝ => energy T J v (ρ + t • d)) (localPotential T J v ρ ⬝ᵥ d) 0 := by
  -- the directional derivative of T in components
  have hgrad : fderiv ℝ T ρ d = grad T ρ ⬝ᵥ d := by
    have hd : d = ∑ i, d i • (Pi.single i (1 : ℝ) : ι → ℝ) := by
      ext j
      simp [Finset.sum_apply, Pi.single_apply]
    calc fderiv ℝ T ρ d = fderiv ℝ T ρ (∑ i, d i • (Pi.single i (1 : ℝ) : ι → ℝ)) :=
          congrArg _ hd
      _ = grad T ρ ⬝ᵥ d := by
          rw [map_sum]
          unfold dotProduct
          refine Finset.sum_congr rfl fun i _ => ?_
          simp only [grad, map_smul, smul_eq_mul]
          ring
  have hl : HasDerivAt (fun t : ℝ => ρ + t • d) d 0 :=
    (((hasDerivAt_id (0 : ℝ)).smul_const d).const_add ρ).congr_deriv (one_smul ℝ d)
  have hT' : HasFDerivAt T (fderiv ℝ T ρ) (ρ + (0 : ℝ) • d) := by
    rw [zero_smul, add_zero]
    exact hT.hasFDerivAt
  have h := hT'.comp_hasDerivAt (0 : ℝ) hl
  -- the remaining terms are a quadratic polynomial in t
  have hp (A B C : ℝ) : HasDerivAt (fun t : ℝ => C + t * A + t ^ 2 / 2 * B) A 0 :=
    ((((hasDerivAt_id (0 : ℝ)).mul_const A).const_add C).fun_add
      (((hasDerivAt_pow 2 (0 : ℝ)).div_const 2).mul_const B)).congr_deriv (by simp)
  have hE : (fun t : ℝ => energy T J v (ρ + t • d)) = fun t : ℝ => T (ρ + t • d) +
      ((v ⬝ᵥ ρ + 1 / 2 * (ρ ⬝ᵥ J *ᵥ ρ)) + t * ((v + J *ᵥ ρ) ⬝ᵥ d)
        + t ^ 2 / 2 * (d ⬝ᵥ J *ᵥ d)) := by
    funext t
    rw [energy_line hJ]
    ring
  rw [hE]
  exact (h.fun_add (hp _ _ _)).congr_deriv (by
    rw [hgrad]
    simp only [localPotential, add_dotProduct]
    ring)
```

The cancellation of grad T(a) is pure algebra and needs no differentiability.

```lean
/-- The local chemical potential of subsystem A in its embedding potential equals that of
the total density in the total external potential. -/
theorem embedded_potential_eq (T : (ι → ℝ) → ℝ) (J : Matrix ι ι ℝ) (v w a b : ι → ℝ) :
    localPotential T J (v + embeddingPotential T J w a b) a
      = localPotential T J (v + w) (a + b) := by
  simp only [localPotential, embeddingPotential, Matrix.mulVec_add]
  abel
```

## The embedding equation

The hypothesis `hmin` says that a is a minimiser among all real vectors of the same sum; that such a minimiser exists is assumed. T must be differentiable at a+b for the minimum condition and at a for the stationarity of A alone. The conclusion provides a constant μ, the chemical potential.

```lean
/-- **Frozen-density embedding equation.** If `a` minimises the total energy at fixed charge
with `b` frozen, then `grad T(a) + v + Ja + u` is constant on the grid, and the energy of A
alone in the potential `v + u` is stationary at `a` under charge-conserving variations. -/
theorem embedding_equation (hJ : J.IsSymm) (ha : DifferentiableAt ℝ T a)
    (hab : DifferentiableAt ℝ T (a + b))
    (hmin : ∀ a' : ι → ℝ, ∑ i, a' i = ∑ i, a i →
      energy T J (v + w) (a + b) ≤ energy T J (v + w) (a' + b)) :
    (∃ μ : ℝ, ∀ i, grad T a i + v i + (J *ᵥ a) i + embeddingPotential T J w a b i = μ) ∧
    ∀ d : ι → ℝ, ∑ i, d i = 0 → HasDerivAt
      (fun t : ℝ => energy T J (v + embeddingPotential T J w a b) (a + t • d)) 0 0 := by
  have key : ∀ d : ι → ℝ, ∑ i, d i = 0 →
      0 ≤ localPotential T J (v + w) (a + b) ⬝ᵥ d := by
    intro d hd
    refine slope_nonneg (energy_hasDerivAt hJ (v + w) hab d) one_pos fun t _ _ => ?_
    have h := hmin (a + t • d) (by simp [Finset.sum_add_distrib, ← Finset.mul_sum, hd])
    rw [add_right_comm a (t • d) b] at h
    simp only [zero_smul, add_zero]
    exact h
  -- both d and -d are allowed, so the first variation vanishes
  have key0 : ∀ d : ι → ℝ, ∑ i, d i = 0 →
      localPotential T J (v + w) (a + b) ⬝ᵥ d = 0 := by
    intro d hd
    have h1 := key d hd
    have h2 := key (-d) (by simp [hd])
    rw [dotProduct_neg] at h2
    linarith
  refine ⟨?_, fun d hd => (energy_hasDerivAt hJ _ ha d).congr_deriv (by
    rw [embedded_potential_eq]
    exact key0 d hd)⟩
  rcases isEmpty_or_nonempty ι with h | ⟨⟨k⟩⟩
  · exact ⟨0, fun i => isEmptyElim i⟩
  · refine ⟨localPotential T J (v + w) (a + b) k, fun i => ?_⟩
    have h0 := key0 (transfer k i) (transfer_spec k i).1
    rw [(transfer_spec k i).2] at h0
    have e := congrFun (embedded_potential_eq T J v w a b) i
    have e' : localPotential T J (v + embeddingPotential T J w a b) a i
        = grad T a i + (v i + embeddingPotential T J w a b i) + (J *ᵥ a) i := rfl
    linarith
```

In the proof, `key` is the one-sided inequality and `key0` applies it to d and −d. The vector `transfer k i` then equates each component with the one at a reference point k.

For this finite model with an explicit density functional, the theorem shows that the environment can enter the stationarity condition of A as a potential. It does not say that a minimises the energy of A alone in v + u: for a non-convex T the stationary point can be a saddle point or a maximum. It does not treat Kohn–Sham orbitals.

## Nonnegative densities

If only nonnegative densities compete, charge can leave point i only where aᵢ > 0, and at most aᵢ of it. The variation eⱼ − eᵢ is then allowed for 0 < t ≤ aᵢ, but its reverse may not be. What remains in general is an inequality: φ_{v+u}[a] at an occupied point is no higher than at any other point. Between two occupied points it holds in both directions, so φ_{v+u}[a] has the same value at all points where a is positive.

```lean
/-- If the minimisation runs over nonnegative densities only, the embedded local chemical
potential at a point where `a` is positive is no higher than at any other point. -/
theorem embedding_nonneg_density (hJ : J.IsSymm) (hab : DifferentiableAt ℝ T (a + b))
    (ha0 : ∀ i, 0 ≤ a i)
    (hmin : ∀ a' : ι → ℝ, (∀ i, 0 ≤ a' i) → ∑ i, a' i = ∑ i, a i →
      energy T J (v + w) (a + b) ≤ energy T J (v + w) (a' + b))
    {i : ι} (hi : 0 < a i) (j : ι) :
    localPotential T J (v + embeddingPotential T J w a b) a i
      ≤ localPotential T J (v + embeddingPotential T J w a b) a j := by
  rw [embedded_potential_eq, ← sub_nonneg, ← (transfer_spec i j).2]
  -- at most the charge a i can be moved away from point i
  refine slope_nonneg (energy_hasDerivAt hJ (v + w) hab _) hi fun t ht hti => ?_
  have h := hmin (a + t • transfer i j) (fun k => by
      have hk := ha0 k
      simp only [transfer, Pi.add_apply, Pi.smul_apply, Pi.sub_apply, Pi.single_apply,
        smul_eq_mul]
      split_ifs with h1 h2 h2 <;> first | linarith | (rw [h2]; linarith))
    (by simp [Finset.sum_add_distrib, ← Finset.mul_sum, (transfer_spec i j).1])
  rw [add_right_comm a (t • transfer i j) b] at h
  simp only [zero_smul, add_zero]
  exact h
```

## Two subsystems, one chemical potential

Let each subsystem satisfy the embedding equation in the field of the other. By the cancellation above, the local chemical potentials φ_{v+u}[a] of A and its counterpart for B both equal φ_{v+w}[a+b], so their constants agree. In this model the second condition in fact follows from the first: once A satisfies its equation, so does B, with the same constant. Evaluated at the same pair a, b, these two local chemical potentials agree whether or not they are constant, so comparing them does not test the convergence of an alternating optimisation.

```lean
/-- If two subsystems each satisfy the embedding equation in the field of the other, their
chemical potentials are equal. -/
theorem chemical_potentials_equal [Nonempty ι] {μA μB : ℝ}
    (hA : ∀ i, localPotential T J (v + embeddingPotential T J w a b) a i = μA)
    (hB : ∀ i, localPotential T J (w + embeddingPotential T J v b a) b i = μB) :
    μA = μB := by
  obtain ⟨i⟩ := ‹Nonempty ι›
  rw [← hA i, ← hB i, embedded_potential_eq, embedded_potential_eq, add_comm w v,
    add_comm b a]
```

## When the equation is sufficient

A stationary density need not be a minimum. It is one if T is convex and ⟨d,Jd⟩ ≥ 0 for every d of zero sum, meaning that no charge-conserving rearrangement has negative interaction energy with itself. Convexity is a real restriction: exchange in the local density approximation is concave, so a T that includes it need not be convex. For 0 ≤ t ≤ 1, convexity gives

T(x+td) ≤ (1−t)T(x) + tT(x+d),

while the quadratic term lies below its chord by ½t(1−t)⟨d,Jd⟩. Hence

E_v[x+td] ≤ (1−t)E_v[x] + tE_v[x+d].

Subtracting E_v[x], dividing by t and letting t → 0 yields

E_v[x] + ⟨φ_v[x],d⟩ ≤ E_v[x+d].

The Lean proof applies `slope_nonneg` to the chord minus the energy; `nlinarith` combines the two estimates.

```lean
/-- For convex `T` and an interaction that is nonnegative on the displacement `d`, the energy at `x
+ d` is at least the value of its linearisation about `x`. -/
theorem energy_tangent (hJ : J.IsSymm) (hT : ConvexOn ℝ Set.univ T) (v : ι → ℝ)
    {x d : ι → ℝ} (hx : DifferentiableAt ℝ T x) (hd : 0 ≤ d ⬝ᵥ J *ᵥ d) :
    energy T J v x + localPotential T J v x ⬝ᵥ d ≤ energy T J v (x + d) := by
  have hg := ((hasDerivAt_id (0 : ℝ)).mul_const
    (energy T J v (x + d) - energy T J v x)).fun_sub (energy_hasDerivAt hJ v hx d)
  -- the chord lies above the energy curve
  have h := slope_nonneg hg one_pos (fun t ht ht1 => by
    show 0 * (energy T J v (x + d) - energy T J v x) - energy T J v (x + (0 : ℝ) • d)
      ≤ t * (energy T J v (x + d) - energy T J v x) - energy T J v (x + t • d)
    have e1 := energy_line (T := T) hJ v x d 1
    rw [one_smul] at e1
    have e0 : energy T J v x = T x + v ⬝ᵥ x + 1 / 2 * (x ⬝ᵥ J *ᵥ x) := rfl
    have hc := hT.2 (Set.mem_univ x) (Set.mem_univ (x + d)) (sub_nonneg.2 ht1) ht.le
      (by ring)
    have ex : (1 - t) • x + t • (x + d) = x + t • d := by module
    rw [ex, smul_eq_mul, smul_eq_mul] at hc
    have hq := mul_nonneg (mul_nonneg ht.le (sub_nonneg.2 ht1)) hd
    rw [zero_smul, add_zero, energy_line hJ v x d t, e1, e0]
    nlinarith [hc, hq])
  linarith
```

Now put x = a+b and d = a′−a, with external potential v+w. The embedding equation makes φ constant, and d has zero sum, so the linear term vanishes and E_{v+w}[a+b] ≤ E_{v+w}[a′+b].

```lean
/-- Converse: for convex `T` and an interaction that is nonnegative on charge-conserving
variations, a solution of the embedding equation minimises the total energy at fixed charge. -/
theorem embedding_sufficient (hJ : J.IsSymm) (hT : ConvexOn ℝ Set.univ T)
    (hpos : ∀ d : ι → ℝ, ∑ i, d i = 0 → 0 ≤ d ⬝ᵥ J *ᵥ d)
    (hab : DifferentiableAt ℝ T (a + b)) {μ : ℝ}
    (h : ∀ i, localPotential T J (v + embeddingPotential T J w a b) a i = μ)
    (a' : ι → ℝ) (hs : ∑ i, a' i = ∑ i, a i) :
    energy T J (v + w) (a + b) ≤ energy T J (v + w) (a' + b) := by
  have hd : ∑ i, (a' - a) i = 0 := by
    simp [Finset.sum_sub_distrib, hs]
  -- a constant potential does no work on a charge-conserving variation
  have h0 : localPotential T J (v + w) (a + b) ⬝ᵥ (a' - a) = 0 := by
    rw [← embedded_potential_eq]
    simp only [dotProduct, h]
    rw [← Finset.mul_sum, hd, mul_zero]
  have ht := energy_tangent hJ hT (v + w) hab (hpos _ hd)
  have e : a + b + (a' - a) = a' + b := by abel
  rw [h0, e, add_zero] at ht
  exact ht

end

end FrozenDensityEmbedding
```

```lean
#print axioms FrozenDensityEmbedding.embedding_equation
#print axioms FrozenDensityEmbedding.embedding_nonneg_density
#print axioms FrozenDensityEmbedding.chemical_potentials_equal
#print axioms FrozenDensityEmbedding.embedding_sufficient
```

```
'FrozenDensityEmbedding.embedding_equation' depends on axioms: [propext, Classical.choice, Quot.sound]
'FrozenDensityEmbedding.embedding_nonneg_density' depends on axioms: [propext, Classical.choice, Quot.sound]
'FrozenDensityEmbedding.chemical_potentials_equal' depends on axioms: [propext, Classical.choice, Quot.sound]
'FrozenDensityEmbedding.embedding_sufficient' depends on axioms: [propext, Classical.choice, Quot.sound]
```
